# One sweep of M − 1 nearest-neighbour Givens rotations prepares any normalised real orbital on M ≥ 2 sites

Suppose a code prepares an orbital with a fixed sequence of rotations and fits the angles to a target. If the sequence cannot reach the target, the fit stops at the wrong orbital. The residual can then look like a failure of the optimiser, but no number of restarts removes it. For one electron that starts on the first site of a chain of at least two sites, a single sweep from that end reaches every normalised real orbital.

## Unit vectors as outputs of one sweep

Number the sites of a chain $0,\dots,M-1$, with $M\ge 2$. Each site carries one basis orbital, and these basis orbitals are orthonormal. A real orbital is a coefficient vector $x=(x_0,\dots,x_{M-1})$, and $e_0$ is the orbital localised on site $0$. For $0\le j\le M-2$, the Givens rotation $G_j(a)$ changes two neighbouring coefficients of a vector $v$,

$$
v_j\mapsto \cos a\,v_j-\sin a\,v_{j+1},\qquad
v_{j+1}\mapsto \sin a\,v_j+\cos a\,v_{j+1},
$$

and leaves the others alone. The result is

$$
\sum_{i=0}^{M-1}x_i^2=1
\iff
x=G_{M-2}(a_{M-2})\cdots G_1(a_1)\,G_0(a_0)\,e_0
\ \text{ for some real } a_0,\dots,a_{M-2}.
$$

There is also a lower bound: any sequence of nearest-neighbour rotations, in any order, that takes $e_0$ to an orbital with $x_{M-1}\neq 0$ contains at least $M-1$ rotations.

## Gate budgets for one-electron determinants

A one-electron determinant is fixed by its occupied orbital, so a circuit that prepares real one-electron determinants from site $0$ can use this sweep as its template, and its budget of $M-1$ rotations is the smallest with which a sequence of nearest-neighbour rotations can serve every target. If the target is real and normalised and the circuit starts from $e_0$, a residual beyond rounding error therefore does not mean that the target is out of the template's reach. The fit may still have stalled at a stationary point.

The number of occupied–virtual rotation parameters for $N$ electrons of the same spin in $M$ real orbitals is $N(M-N)$, which equals $M-1$ at $N=1$. Only this one-electron case is treated here.

## Angles from the tail norms

**Norm.** Write $c=\cos a$, $s=\sin a$, and let $p,q$ be the two coefficients that a rotation changes. The cross terms cancel in

$$
(cp-sq)^2+(sp+cq)^2=(c^2+s^2)(p^2+q^2)=p^2+q^2 .
$$

Every rotation preserves the norm, so every output of the sweep is a unit vector.

**Recursion.** The first rotation gives $G_0(a_0)e_0=\cos a_0\,e_0+\sin a_0\,e_1$, where $e_1$ is localised on site $1$. The later rotations do not touch site $0$ and are linear on the rest of the chain. The output is therefore

$$
(\cos a_0,\ \sin a_0\, y),
$$

where $y$ is the output of the sweep with angles $a_1,\dots,a_{M-2}$ on the remaining $M-1$ sites. For $M=2$ there are no remaining angles and $y=1$.

**Two sites.** If $x_0^2+x_1^2=1$, then $-1\le x_0\le 1$ and $\sin(\arccos x_0)=\sqrt{1-x_0^2}=|x_1|$. Take $a_0=\arccos x_0$ if $x_1\ge 0$, and $a_0=-\arccos x_0$ otherwise. Then $\cos a_0=x_0$ and $\sin a_0=x_1$.

**More sites.** Let $M\ge 3$ and $S=\sum_{i\ge 1}x_i^2$, so that $x_0^2+S=1$. Choose $a_0$ with $\cos a_0=x_0$ and $\sin a_0=\sqrt S$. If $S>0$, the tail $(x_1,\dots,x_{M-1})/\sqrt S$ is a unit vector on $M-1$ sites, and by induction a shorter sweep prepares it. The factor $\sin a_0=\sqrt S$ restores its length. If $S=0$, the tail vanishes and the remaining angles are arbitrary.

Unrolled, this is a recipe for the angles:

$$
a_j=\operatorname{atan2}\Bigl(\sqrt{\textstyle\sum_{i>j}x_i^2},\;x_j\Bigr)\ (j<M-2),\qquad
a_{M-2}=\operatorname{atan2}(x_{M-1},x_{M-2}).
$$

The last angle carries the sign of the last coefficient. Where both arguments vanish, any angle will do.

**Lower bound.** Suppose $v$ vanishes beyond site $k$, and apply $G_j(a)$. A site $m>k+1$ can change only if $m=j$ or $m=j+1$. Either way $j>k$, so both coefficients that enter are zero, and site $m$ stays empty. Each rotation thus moves the edge of the orbital by at most one site. Starting from $e_0$, amplitude on site $M-1$ needs at least $M-1$ rotations.

## The sweep and its bound in Lean

```lean
import Mathlib

open Finset

namespace GivensOneElectron

noncomputable section

/-- The Givens rotation by the angle `a` of the coefficients on the neighbouring sites
`j` and `j + 1` of a chain of `n + 1` sites. -/
def givens {n : ℕ} (j : Fin n) (a : ℝ) (v : Fin (n + 1) → ℝ) : Fin (n + 1) → ℝ := fun i =>
  if i = j.castSucc then Real.cos a * v j.castSucc - Real.sin a * v j.succ
  else if i = j.succ then Real.sin a * v j.castSucc + Real.cos a * v j.succ
  else v i

/-- Applies a list of nearest-neighbour rotations to an orbital, the head of the list first. -/
def runGates {n : ℕ} : List (Fin n × ℝ) → (Fin (n + 1) → ℝ) → (Fin (n + 1) → ℝ)
  | [], v => v
  | g :: L, v => runGates L (givens g.1 g.2 v)

/-- The sequence of rotations that runs once along the chain, with angle `a j` on the
sites `j` and `j + 1`. -/
def staircase {n : ℕ} (a : Fin n → ℝ) : List (Fin n × ℝ) := List.ofFn fun j => (j, a j)

/-- The orbital localised on the first of `n + 1` sites. -/
def firstOrbital (n : ℕ) : Fin (n + 1) → ℝ := fun i => if i = 0 then 1 else 0

/-- Every point of the unit circle is the cosine and sine of an angle. -/
theorem exists_angle (x y : ℝ) (h : x ^ 2 + y ^ 2 = 1) :
    ∃ t : ℝ, Real.cos t = x ∧ Real.sin t = y := by
  have h1 : -1 ≤ x := by nlinarith [sq_nonneg y]
  have h2 : x ≤ 1 := by nlinarith [sq_nonneg y]
  have h3 : Real.sin (Real.arccos x) = |y| := by
    rw [Real.sin_arccos, show 1 - x ^ 2 = y ^ 2 by linarith, Real.sqrt_sq_eq_abs]
  rcases le_total 0 y with hy | hy
  · exact ⟨Real.arccos x, Real.cos_arccos h1 h2, by rw [h3, abs_of_nonneg hy]⟩
  · refine ⟨-Real.arccos x, ?_, ?_⟩
    · rw [Real.cos_neg, Real.cos_arccos h1 h2]
    · rw [Real.sin_neg, h3, abs_of_nonpos hy, neg_neg]

/-- Any sequence of nearest-neighbour rotations preserves the norm of the orbital. -/
theorem sum_sq_runGates {n : ℕ} (L : List (Fin n × ℝ)) (v : Fin (n + 1) → ℝ) :
    ∑ i, runGates L v i ^ 2 = ∑ i, v i ^ 2 := by
  -- a single rotation changes two coefficients and keeps the sum of their squares
  have step : ∀ (j : Fin n) (a : ℝ) (w : Fin (n + 1) → ℝ),
      ∑ i, givens j a w i ^ 2 = ∑ i, w i ^ 2 := by
    intro j a w
    have hne : j.castSucc ≠ j.succ := by
      intro h
      have h' : j.val = j.val + 1 := congrArg Fin.val h
      omega
    rw [← sub_eq_zero, ← Finset.sum_sub_distrib, Fintype.sum_eq_add j.castSucc j.succ hne]
    · simp only [givens, ↓reduceIte, hne.symm]
      linear_combination (w j.castSucc ^ 2 + w j.succ ^ 2) * Real.sin_sq_add_cos_sq a
    · rintro i ⟨h1, h2⟩
      simp [givens, h1, h2]
  induction L generalizing v with
  | nil => rfl
  | cons g L ih =>
    simp only [runGates]
    rw [ih, step]

/-- Rotations that avoid the first site leave its amplitude `c` alone and commute with scaling the
rest of the chain by `s`. -/
theorem runGates_shift {n : ℕ} (L : List (Fin n × ℝ)) (c s : ℝ) (v : Fin (n + 1) → ℝ) :
    runGates (L.map fun g => (g.1.succ, g.2)) (Fin.cons c (s • v) : Fin (n + 2) → ℝ)
      = (Fin.cons c (s • runGates L v) : Fin (n + 2) → ℝ) := by
  have step : ∀ (j : Fin n) (a : ℝ) (w : Fin (n + 1) → ℝ),
      givens j.succ a (Fin.cons c (s • w) : Fin (n + 2) → ℝ)
        = (Fin.cons c (s • givens j a w) : Fin (n + 2) → ℝ) := by
    intro j a w
    have hc : j.succ.castSucc = j.castSucc.succ := rfl
    have h0 : ∀ k : Fin (n + 1), (0 : Fin (n + 2)) ≠ k.succ :=
      fun k => (Fin.succ_ne_zero k).symm
    funext i
    refine Fin.cases ?_ (fun k => ?_) i
    · simp only [givens, hc, h0, ↓reduceIte, Fin.cons_zero]
    · simp only [givens, hc, Fin.succ_inj, Fin.cons_succ, Pi.smul_apply, smul_eq_mul]
      split_ifs <;> ring
  induction L generalizing v with
  | nil => rfl
  | cons g L ih =>
    simp only [List.map_cons, runGates]
    rw [step, ih]

/-- The staircase leaves amplitude `cos a₀` on the first site and prepares, with the factor
`sin a₀`, the staircase orbital of the remaining angles on the rest of the chain. -/
theorem staircase_recursion {n : ℕ} (a : Fin (n + 1) → ℝ) :
    runGates (staircase a) (firstOrbital (n + 1))
      = (Fin.cons (Real.cos (a 0)) (Real.sin (a 0) •
          runGates (staircase fun j => a j.succ) (firstOrbital n)) : Fin (n + 2) → ℝ) := by
  have hlist : staircase a
      = (0, a 0) :: (staircase fun j => a j.succ).map fun g => (g.1.succ, g.2) := by
    unfold staircase
    rw [List.ofFn_succ, List.map_ofFn]
    rfl
  -- the first rotation acts on sites `0` and `1`
  have hfirst : givens 0 (a 0) (firstOrbital (n + 1))
      = (Fin.cons (Real.cos (a 0)) (Real.sin (a 0) • firstOrbital n) : Fin (n + 2) → ℝ) := by
    funext i
    refine Fin.cases ?_ (fun k => Fin.cases ?_ (fun l => ?_) k) i <;>
      simp only [givens, firstOrbital, Fin.castSucc_zero, Fin.succ_inj, Fin.succ_ne_zero,
        ↓reduceIte, Fin.cons_zero, Fin.cons_succ, Pi.smul_apply, smul_eq_mul, mul_one,
        mul_zero, add_zero, sub_zero]
  rw [hlist]
  simp only [runGates]
  rw [hfirst, runGates_shift]

/-- Every real unit vector on `n + 2` sites is prepared from the first site by a staircase of
`n + 1` rotations. -/
theorem exists_staircase (n : ℕ) : ∀ x : Fin (n + 2) → ℝ, ∑ i, x i ^ 2 = 1 →
    ∃ a : Fin (n + 1) → ℝ, runGates (staircase a) (firstOrbital (n + 1)) = x := by
  induction n with
  | zero =>
    intro x hx
    rw [Fin.sum_univ_two] at hx
    obtain ⟨t, hc, hs⟩ := exists_angle (x 0) (x 1) hx
    refine ⟨fun _ => t, ?_⟩
    have h1 : runGates (staircase fun _ : Fin 0 => t) (firstOrbital 0) 0 = 1 := by
      simp [staircase, runGates, firstOrbital]
    rw [staircase_recursion]
    funext i
    refine Fin.cases ?_ (fun k => ?_) i
    · simp only [Fin.cons_zero]
      exact hc
    · obtain rfl : k = 0 := Subsingleton.elim _ _
      simp only [Fin.cons_succ, Pi.smul_apply, smul_eq_mul]
      rw [h1, mul_one]
      exact hs
  | succ n ih =>
    intro x hx
    rw [Fin.sum_univ_succ] at hx
    obtain ⟨S, hS⟩ : ∃ S : ℝ, S = ∑ k : Fin (n + 2), x k.succ ^ 2 := ⟨_, rfl⟩
    have hS0 : 0 ≤ S := by
      rw [hS]
      exact Finset.sum_nonneg fun k _ => sq_nonneg _
    rw [← hS] at hx
    -- the tail of `x` is its norm times an orbital of the shorter chain
    have htail : ∃ b : Fin (n + 1) → ℝ,
        √S • runGates (staircase b) (firstOrbital (n + 1)) = fun k => x k.succ := by
      by_cases hz : S = 0
      · refine ⟨fun _ => 0, ?_⟩
        funext k
        have hle : x k.succ ^ 2 ≤ S := by
          rw [hS]
          exact Finset.single_le_sum (f := fun k : Fin (n + 2) => x k.succ ^ 2)
            (fun i _ => sq_nonneg _) (Finset.mem_univ k)
        have hk : x k.succ = 0 := by
          apply pow_eq_zero_iff (two_ne_zero) |>.mp
          linarith [sq_nonneg (x k.succ)]
        simp [hz, hk]
      · have hr : √S ≠ 0 := fun h => hz ((Real.sqrt_eq_zero hS0).mp h)
        obtain ⟨b, hb⟩ := ih (fun k => x k.succ / √S) (by
          simp only [div_pow, Real.sq_sqrt hS0]
          rw [← Finset.sum_div, ← hS]
          exact div_self hz)
        refine ⟨b, ?_⟩
        rw [hb]
        funext k
        simp only [Pi.smul_apply, smul_eq_mul]
        exact mul_div_cancel₀ _ hr
    obtain ⟨b, hb⟩ := htail
    obtain ⟨t, hc, hs⟩ := exists_angle (x 0) (√S) (by rw [Real.sq_sqrt hS0]; exact hx)
    refine ⟨(Fin.cons t b : Fin (n + 2) → ℝ), ?_⟩
    rw [staircase_recursion]
    simp only [Fin.cons_zero, Fin.cons_succ]
    rw [hc, hs, hb]
    funext i
    exact Fin.cases rfl (fun k => rfl) i

/-- On `M = n + 2` sites, the orbitals prepared from the first site by a staircase of `M - 1`
nearest-neighbour Givens rotations are exactly the real unit vectors. -/
theorem unit_iff_staircase (n : ℕ) (x : Fin (n + 2) → ℝ) :
    ∑ i, x i ^ 2 = 1 ↔
      ∃ a : Fin (n + 1) → ℝ, runGates (staircase a) (firstOrbital (n + 1)) = x := by
  refine ⟨exists_staircase n x, ?_⟩
  rintro ⟨a, rfl⟩
  rw [sum_sq_runGates]
  simp [firstOrbital, ite_pow]

/-- If an orbital vanishes beyond site `k`, then after a sequence of nearest-neighbour rotations
it vanishes beyond site `k` plus the number of rotations. -/
theorem runGates_light_cone {n : ℕ} (L : List (Fin n × ℝ)) (v : Fin (n + 1) → ℝ) (k : ℕ)
    (hv : ∀ i : Fin (n + 1), k < i.val → v i = 0) :
    ∀ i : Fin (n + 1), k + L.length < i.val → runGates L v i = 0 := by
  induction L generalizing v k with
  | nil => exact fun i hi => hv i hi
  | cons g L ih =>
    intro i hi
    rw [List.length_cons] at hi
    simp only [runGates]
    refine ih _ (k + 1) (fun m hm => ?_) i (by omega)
    -- one rotation moves the edge of the orbital by at most one site
    simp only [givens]
    split_ifs with h1 h2
    · have h : m.val = g.1.val := congrArg Fin.val h1
      rw [hv g.1.castSucc (show k < g.1.val by omega),
        hv g.1.succ (show k < g.1.val + 1 by omega)]
      simp
    · have h : m.val = g.1.val + 1 := congrArg Fin.val h2
      rw [hv g.1.castSucc (show k < g.1.val by omega),
        hv g.1.succ (show k < g.1.val + 1 by omega)]
      simp
    · exact hv m (by omega)

/-- Any sequence of nearest-neighbour rotations, in any order, that brings amplitude from the
first to the last of `n + 1` sites contains at least `n` rotations. -/
theorem rotations_needed {n : ℕ} (L : List (Fin n × ℝ))
    (h : runGates L (firstOrbital n) (Fin.last n) ≠ 0) : n ≤ L.length := by
  by_contra hlt
  refine h (runGates_light_cone L _ 0 (fun i hi => ?_) _ (show 0 + L.length < n by omega))
  have hi0 : i ≠ 0 := by
    rintro rfl
    exact absurd hi (lt_irrefl 0)
  simp only [firstOrbital, hi0, ↓reduceIte]

/-- On a single site the staircase does not reach the vector `-firstOrbital 0`. -/
theorem single_site_fails (a : Fin 0 → ℝ) :
    runGates (staircase a) (firstOrbital 0) ≠ -firstOrbital 0 := by
  intro h
  have h0 := congrFun h 0
  norm_num [staircase, runGates, firstOrbital] at h0

end

end GivensOneElectron
```

```lean
#print axioms GivensOneElectron.unit_iff_staircase
#print axioms GivensOneElectron.rotations_needed
#print axioms GivensOneElectron.single_site_fails
```

```
'GivensOneElectron.unit_iff_staircase' depends on axioms: [propext, Classical.choice, Quot.sound]
'GivensOneElectron.rotations_needed' depends on axioms: [propext, Classical.choice, Quot.sound]
'GivensOneElectron.single_site_fails' depends on axioms: [propext, Classical.choice, Quot.sound]
```

## What the theorems say about real one-electron orbitals

**Statement.** In `unit_iff_staircase`, the number of sites is $M=n+2$, which builds in $M\ge 2$. An orbital is a function `Fin (n + 2) → ℝ`, and the angles are a function `Fin (n + 1) → ℝ`, one for each bond. In `givens j a`, the sites $j$ and $j+1$ appear as `j.castSucc` and `j.succ`. `runGates` applies the head of its list first, so the list reads in the opposite direction to the operator product above. `staircase a` lists the rotations from bond $0$ upwards, and `firstOrbital (n + 1)` is $e_0$ on $n+2$ sites. The theorem says that $x$ has unit norm exactly when some choice of angles produces it.

`rotations_needed` uses $n+1$ sites and an arbitrary list `L`. If the final amplitude on `Fin.last n` is nonzero, then `L` has at least $n$ entries.

**Proof.** The lemmas follow the derivation.

- `exists_angle` is the two-site choice of angle, with a case split on the sign of the sine.
- `sum_sq_runGates` reduces the change of the norm to the two sites that a rotation touches. `linear_combination` then supplies $\cos^2a+\sin^2a=1$, and induction extends the result to a list.
- `runGates_shift` says that rotations avoiding site $0$ keep its amplitude and commute with scaling the tail. `Fin.cons c (s • v)` denotes amplitude $c$ followed by the tail $s\,v$.
- `staircase_recursion` combines this with the first rotation to give $(\cos a_0,\sin a_0\,y)$.
- `exists_staircase` is the induction on chain length. Its `by_cases hz : S = 0` separates an empty tail from one that can be normalised.
- `runGates_light_cone` tracks the edge of the orbital by induction on the list. Its `split_ifs` distinguishes the two rotated sites from all others, and `rotations_needed` applies it with $k=0$.

**Scope.** The coefficients are real, so relative complex phases are not covered. The file models the orbital, not a many-body state or a qubit register. The angles are shown to exist over exact real numbers; rounding error and uniqueness are not addressed. The lower bound counts rotations, not circuit depth, and it concerns orbitals with amplitude on the last site: $e_0$ itself needs no rotation.

**A single site.** With $M=1$ there is no bond and hence no rotation. The sweep returns $+1$, while $-1$ is also a unit vector. This is `single_site_fails`. Normalisation matters as well: on two sites $x=(2,0)$ has norm $2$, and no rotation of $e_0$ reaches it.

**Density matrices as targets.** The failure on one site is only a sign, and a global sign does not change the physical state. A different model would describe the determinant by its one-particle density matrix $xx^{\mathsf T}$, which is the same for $x$ and $-x$. The targets would then be the real rank-one orthogonal projectors, and the case $M=1$ would hold with no rotations. The vector model used here is stricter, since it also fixes the overall sign, which matters when a code compares coefficients directly.
